# Bound-state thresholds for an adsorbate level on a half-infinite tight-binding chain

An adsorbate orbital of energy \(e_a\) is coupled by a real amplitude \(V\) to the end of a half-infinite chain with zero onsite energy and nearest-neighbour hopping \(t>0\). When does an electron have a localised state outside the chain's band \([-2t,2t]\)? All orbitals are taken to be orthonormal. Write \(a\) for the amplitude on the adsorbate and \(c_n\) for that on chain site \(n\), where site 0 is the end. The eigenvalue equations are

\[
e_a a+Vc_0=Ea,\qquad Va+tc_1=Ec_0,\qquad tc_n+tc_{n+2}=Ec_{n+1}\quad(n\ge 0).
\]

Hopping enters as \(+t\), where many texts write \(-t\). "Bound" means square-summable, so the word also applies to states above the band.

In Lean, `ψ.1` is \(a\), `ψ.2 n` is \(c_n\), and `ea` is \(e_a\). States need not be normalised.

```lean
import Mathlib

open Filter Topology

namespace AdsorbateOnChain

noncomputable section

/-- A state: the amplitude on the adsorbate and the amplitudes on the chain sites 0, 1, 2, .... -/
abbrev State := ℂ × (ℕ → ℂ)

/-- The Hamiltonian: adsorbate level `ea`, coupling `V` to the end site, hopping `t` along
the chain, and zero onsite energy on the chain. -/
def hamiltonian (ea V t : ℝ) (ψ : State) : State :=
  (ea * ψ.1 + V * ψ.2 0, fun n => match n with
    | 0 => V * ψ.1 + t * ψ.2 1
    | n + 1 => t * ψ.2 n + t * ψ.2 (n + 2))

/-- A bound state of energy `E`: a nonzero square-summable eigenstate of the Hamiltonian. -/
structure IsBoundState (ea V t E : ℝ) (ψ : State) : Prop where
  nonzero : ψ ≠ 0
  summable : Summable fun n => ‖ψ.2 n‖ ^ 2
  eigen : hamiltonian ea V t ψ = (E : ℂ) • ψ
```

The next two definitions are the decaying chain profile and a sign change used for the lower threshold. The lemma after them splits the eigenvalue equation into the three equations above.

```lean
/-- The profile `(V/t) r^(n+1) a` on the chain, for adsorbate amplitude `a` and nonzero hopping `t`.
It is used as an evanescent tail, with `0 < r < 1`. -/
def evanescentTail (V t r : ℝ) (a : ℂ) (n : ℕ) : ℂ := (V : ℂ) / t * r ^ (n + 1) * a

/-- The state obtained by multiplying the amplitude on each chain site `n` by `(-1)^(n+1)`. -/
def stagger (ψ : State) : State := (ψ.1, fun n => (-1) ^ (n + 1) * ψ.2 n)

/-- The eigenvalue equation written out on the adsorbate, the end site and the other sites. -/
theorem eigen_iff (ea V t E : ℝ) (ψ : State) :
    hamiltonian ea V t ψ = (E : ℂ) • ψ ↔
      (ea * ψ.1 + V * ψ.2 0 = E * ψ.1) ∧ (V * ψ.1 + t * ψ.2 1 = E * ψ.2 0) ∧
      ∀ n, t * ψ.2 n + t * ψ.2 (n + 2) = E * ψ.2 (n + 1) := by
  constructor
  · intro h
    exact ⟨congrArg Prod.fst h, congrFun (congrArg Prod.snd h) 0,
      fun n => congrFun (congrArg Prod.snd h) (n + 1)⟩
  · rintro ⟨h0, h1, h2⟩
    refine Prod.ext h0 (funext fun n => ?_)
    cases n with
    | zero => exact h1
    | succ n => exact h2 n
```

The result, `adsorbate_thresholds`, says that for \(t>0\) and any real \(e_a\) and \(V\), a bound state with \(E>2t\) exists exactly when \(e_a+V^2/t>2t\), and one with \(E<-2t\) exactly when \(e_a-V^2/t<-2t\). For non-interacting electrons on this chain, it decides whether the coupled system has a localised level above or below the band. The step to a real surface, replacing it by a single-orbital chain without electron repulsion, remains a physical assumption. The band enters only through the numbers \(\pm2t\); the chain's spectrum is not computed.

## Energy strictly above the band

Physically, \(E>2t\) means that waves cannot propagate along the chain and must decay or grow. Put \(s=\sqrt{E^2-4t^2}\) and \(r=(E-s)/(2t)\). Then \(Er=t(1+r^2)\). Since \((E-2t)^2<(E-2t)(E+2t)=s^2<E^2\), we have \(E-2t<s<E\), hence \(0<r<1\).

The lemma proves the same two bounds on the square root, and `linear_combination` checks the quadratic equation.

```lean
/-- For `t > 0`, an energy above the band has a decay factor `r` between 0 and 1 with
`E r = t (1 + r²)`. -/
theorem exists_decay_factor {t E : ℝ} (ht : 0 < t) (hE : 2 * t < E) :
    ∃ r : ℝ, 0 < r ∧ r < 1 ∧ E * r = t * (1 + r ^ 2) := by
  have hs : Real.sqrt (E ^ 2 - 4 * t ^ 2) ^ 2 = E ^ 2 - 4 * t ^ 2 :=
    Real.sq_sqrt (by nlinarith)
  have hlt : Real.sqrt (E ^ 2 - 4 * t ^ 2) < E :=
    (Real.sqrt_lt' (by linarith)).2 (by nlinarith)
  have hgt : E - 2 * t < Real.sqrt (E ^ 2 - 4 * t ^ 2) :=
    (Real.lt_sqrt (by linarith)).2 (by nlinarith)
  generalize Real.sqrt (E ^ 2 - 4 * t ^ 2) = s at hs hlt hgt
  have hX : 2 * t * ((E - s) / (2 * t)) = E - s := mul_div_cancel₀ _ (by positivity)
  refine ⟨(E - s) / (2 * t), div_pos (by linarith) (by linarith),
    (div_lt_one (by linarith)).2 (by linarith), ?_⟩
  generalize (E - s) / (2 * t) = r at hX
  have h4 : 4 * t ≠ 0 := by positivity
  apply mul_left_cancel₀ h4
  linear_combination (E + s - 2 * t * r) * hX - hs
```

Weakening the condition to \(E\ge 2t\) would break the upper threshold: for \(V=0\) and \(e_a=2t\), the isolated adsorbate is a bound state at \(E=2t\), yet \(e_a+V^2/t>2t\) fails.

## Square-summable amplitudes

Square summability says that the electron has finite total weight on the chain. By hand, it removes the growing solution. Let \(d_n=c_{n+1}-rc_n\). Substituting \(E=t(r+1/r)\) in the bulk equation gives

\[
c_{n+2}-rc_{n+1}=\frac1r\,(c_{n+1}-rc_n),\qquad\text{so}\qquad d_n=r^k d_{n+k}.
\]

As \(k\to\infty\), both \(r^k\) and \(d_{n+k}\) tend to zero. Hence \(d_n=0\) and \(c_{n+1}=rc_n\).

In the proof, `step` is the one-site relation, `hpow` iterates it, and `hc0` extracts \(c_n\to0\) from summability. Uniqueness of limits finishes the argument.

```lean
/-- A square-summable solution of the bulk chain equations, with `t > 0`, `0 < r < 1` and
`E r = t (1 + r²)`, shrinks by the factor `r` at each site. -/
theorem tail_geometric {t E r : ℝ} (ht : 0 < t) (hr : 0 < r) (hr1 : r < 1)
    (hE : E * r = t * (1 + r ^ 2)) (c : ℕ → ℂ) (hs : Summable fun n => ‖c n‖ ^ 2)
    (hrec : ∀ n, t * c n + t * c (n + 2) = E * c (n + 1)) (n : ℕ) :
    c (n + 1) = r * c n := by
  have hEc : (E : ℂ) * r = t * (1 + r ^ 2) := by exact_mod_cast hE
  have htc : (t : ℂ) ≠ 0 := by exact_mod_cast ht.ne'
  -- the growing component is multiplied by 1/r at each site
  have step : ∀ m, (r : ℂ) * (c (m + 2) - r * c (m + 1)) = c (m + 1) - r * c m := by
    intro m
    apply mul_left_cancel₀ htc
    linear_combination (r : ℂ) * hrec m + c (m + 1) * hEc
  have hpow : ∀ k : ℕ, (r : ℂ) ^ k * (c (n + k + 1) - r * c (n + k)) = c (n + 1) - r * c n := by
    intro k
    induction k with
    | zero => simp
    | succ k ih =>
      have h2 : (r : ℂ) * (c (n + (k + 1) + 1) - r * c (n + (k + 1)))
          = c (n + k + 1) - r * c (n + k) := step (n + k)
      linear_combination (r : ℂ) ^ k * h2 + ih
  -- square summability makes it vanish
  have hc0 : Tendsto c atTop (𝓝 0) := by
    rw [tendsto_zero_iff_norm_tendsto_zero]
    have h := hs.tendsto_atTop_zero.sqrt
    simpa [Real.sqrt_sq, norm_nonneg] using h
  have h1 : Tendsto (fun k => c (n + k + 1)) atTop (𝓝 0) :=
    hc0.comp (tendsto_atTop_mono (fun k => by simp only [id]; omega) tendsto_id)
  have h2 : Tendsto (fun k => c (n + k)) atTop (𝓝 0) :=
    hc0.comp (tendsto_atTop_mono (fun k => by simp only [id]; omega) tendsto_id)
  have hp : Tendsto (fun k : ℕ => (r : ℂ) ^ k) atTop (𝓝 0) :=
    tendsto_pow_atTop_nhds_zero_of_norm_lt_one (by
      rw [Complex.norm_real, Real.norm_eq_abs, abs_of_pos hr]; exact hr1)
  have h3 := hp.mul (h1.sub (h2.const_mul (r : ℂ)))
  rw [zero_mul] at h3
  have h4 : Tendsto (fun _ : ℕ => c (n + 1) - r * c n) atTop (𝓝 0) := h3.congr hpow
  exact sub_eq_zero.1 (tendsto_nhds_unique tendsto_const_nhds h4)
```

The end-site equation becomes \(Va+trc_0=t(r+1/r)c_0\), so \(c_0=(V/t)ra\) and

\[
c_n=\frac Vt\,r^{n+1}a.
\]

The lemma obtains the case \(n=0\) from the end site and the rest by induction.

```lean
/-- For `t > 0`, `0 < r < 1` and `E r = t (1 + r²)`, the chain part of a bound state of energy
`E` is the evanescent tail fixed by its adsorbate amplitude. -/
theorem bound_state_profile {ea V t E r : ℝ} (ht : 0 < t) (hr : 0 < r) (hr1 : r < 1)
    (hE : E * r = t * (1 + r ^ 2)) {ψ : State} (h : IsBoundState ea V t E ψ) (n : ℕ) :
    ψ.2 n = evanescentTail V t r ψ.1 n := by
  obtain ⟨-, h1, h2⟩ := (eigen_iff ea V t E ψ).1 h.eigen
  have tail := tail_geometric ht hr hr1 hE ψ.2 h.summable h2
  have hEc : (E : ℂ) * r = t * (1 + r ^ 2) := by exact_mod_cast hE
  have htc : (t : ℂ) ≠ 0 := by exact_mod_cast ht.ne'
  have hq : (V : ℂ) / t * t = V := div_mul_cancel₀ _ htc
  induction n with
  | zero =>
    have hc1 : ψ.2 1 = r * ψ.2 0 := tail 0
    apply mul_left_cancel₀ htc
    simp only [evanescentTail]
    generalize (V : ℂ) / t = q at hq ⊢
    linear_combination -(r : ℂ) * h1 + t * r * hc1 - ψ.2 0 * hEc - r * ψ.1 * hq
  | succ n ih =>
    rw [tail n, ih]
    simp only [evanescentTail]
    ring
```

Summing the geometric series gives the chain weight

\[
\sum_{n\ge0}|c_n|^2=\frac{V^2r^2}{t^2(1-r^2)}\,|a|^2 .
\]

In a normalised bound state, the adsorbate therefore carries the weight \(|a|^2=\bigl[1+V^2r^2/(t^2(1-r^2))\bigr]^{-1}\).

```lean
/-- For `t > 0` and `0 < r < 1`, the total weight of the evanescent tail on the chain is
`V² r² / (t² (1 - r²))` times the weight on the adsorbate. -/
theorem tail_weight {t r : ℝ} (V : ℝ) (ht : 0 < t) (hr : 0 < r) (hr1 : r < 1) (a : ℂ) :
    HasSum (fun n => ‖evanescentTail V t r a n‖ ^ 2)
      (V ^ 2 * r ^ 2 / (t ^ 2 * (1 - r ^ 2)) * ‖a‖ ^ 2) := by
  have hlt : r ^ 2 < 1 := by nlinarith
  have h := (hasSum_geometric_of_lt_one (sq_nonneg r) hlt).mul_left
    (V ^ 2 * r ^ 2 / t ^ 2 * ‖a‖ ^ 2)
  have hf : (fun n => ‖evanescentTail V t r a n‖ ^ 2) =
      fun n => V ^ 2 * r ^ 2 / t ^ 2 * ‖a‖ ^ 2 * (r ^ 2) ^ n := by
    funext n
    simp only [evanescentTail, norm_mul, norm_div, norm_pow, Complex.norm_real,
      Real.norm_eq_abs, mul_pow, div_pow, sq_abs, abs_of_pos hr]
    ring
  have hv : V ^ 2 * r ^ 2 / (t ^ 2 * (1 - r ^ 2)) * ‖a‖ ^ 2 =
      V ^ 2 * r ^ 2 / t ^ 2 * ‖a‖ ^ 2 * (1 - r ^ 2)⁻¹ := by
    have h1 : 1 - r ^ 2 ≠ 0 := by linarith
    have h2 := ht.ne'
    field_simp
  rw [hf, hv]
  exact h
```

With no condition at infinity, every real \(E\) would have a nonzero solution. If \(V\ne0\), take \(a=1\) and \(c_0=(E-e_a)/V\); if \(V=0\), take \(a=0\) and \(c_0=1\). The remaining equations then determine the other amplitudes in turn.

## A state that is not zero

A physical state must have some weight somewhere. If \(a=0\), the profile makes every \(c_n\) vanish, so a nonzero bound state has \(a\ne0\). Inserting \(c_0=(V/t)ra\) in the adsorbate equation and dividing by \(a\) gives the secular equation

\[
t(E-e_a)=V^2r .
\]

Conversely, if this holds, \(a=1\) with the decaying profile satisfies all three equations: the secular equation settles the adsorbate, and \(Er=t(1+r^2)\) settles the chain.

In Lean, `ha` is the step \(a\neq0\). The reverse direction builds the state explicitly and takes its summability from `tail_weight`.

```lean
/-- Secular equation: for `t > 0`, `0 < r < 1` and `E r = t (1 + r²)`, a bound state of energy
`E` exists exactly when `t (E - ea) = V² r`. -/
theorem secular_equation {ea V t E r : ℝ} (ht : 0 < t) (hr : 0 < r) (hr1 : r < 1)
    (hE : E * r = t * (1 + r ^ 2)) :
    (∃ ψ, IsBoundState ea V t E ψ) ↔ t * (E - ea) = V ^ 2 * r := by
  have hEc : (E : ℂ) * r = t * (1 + r ^ 2) := by exact_mod_cast hE
  have htc : (t : ℂ) ≠ 0 := by exact_mod_cast ht.ne'
  have hq : (V : ℂ) / t * t = V := div_mul_cancel₀ _ htc
  constructor
  · rintro ⟨ψ, h⟩
    have prof := bound_state_profile ht hr hr1 hE h
    -- without adsorbate amplitude the whole state would vanish
    have ha : ψ.1 ≠ 0 := fun h0 => h.nonzero
      (Prod.ext h0 (funext fun n => by rw [prof n, h0]; simp [evanescentTail]))
    have h0 := ((eigen_iff ea V t E ψ).1 h.eigen).1
    rw [prof 0] at h0
    simp only [evanescentTail] at h0
    generalize (V : ℂ) / t = q at hq h0
    have hc : (t : ℂ) * (E - ea) = V ^ 2 * r := by
      apply mul_right_cancel₀ ha
      linear_combination -(t : ℂ) * h0 + V * r * ψ.1 * hq
    exact_mod_cast hc
  · intro hs
    have hsc : (t : ℂ) * (E - ea) = V ^ 2 * r := by exact_mod_cast hs
    refine ⟨(1, evanescentTail V t r 1), fun h => one_ne_zero (congrArg Prod.fst h),
      (tail_weight V ht hr hr1 1).summable, (eigen_iff _ _ _ _ _).2 ?_⟩
    simp only [evanescentTail]
    generalize (V : ℂ) / t = q at hq ⊢
    refine ⟨?_, ?_, fun n => ?_⟩
    · apply mul_left_cancel₀ htc
      linear_combination (V : ℂ) * r * hq - hsc
    · linear_combination -q * hEc - hq
    · linear_combination -q * (r : ℂ) ^ (n + 1) * hEc
```

If the zero state were admitted, it would solve the equations at every energy and both existence claims would always be true.

## Real level and real coupling

Real \(e_a\) and \(V\) make the Hamiltonian symmetric, and \(V^2\ge0\) then fixes the direction of the level shift. Suppose that \(E_1,E_2>2t\) are bound energies with decay factors \(r,s\), where \(s\) now denotes the second factor. The secular equations give \(t(E_2-E_1)=V^2(s-r)\), while the decay relations give \(rs(E_2-E_1)=-t(s-r)(1-rs)\). Eliminating \(s-r\) yields

\[
(E_2-E_1)\bigl[V^2rs+t^2(1-rs)\bigr]=0 .
\]

The bracket is positive, so \(E_1=E_2\). In the proof, `hz` is this identity and `hpos` the positivity.

```lean
/-- For `t > 0`, two bound states above the band have the same energy. -/
theorem energy_unique_above {ea V t E₁ E₂ : ℝ} (ht : 0 < t) (h₁ : 2 * t < E₁) (h₂ : 2 * t < E₂)
    {ψ₁ ψ₂ : State} (b₁ : IsBoundState ea V t E₁ ψ₁) (b₂ : IsBoundState ea V t E₂ ψ₂) :
    E₁ = E₂ := by
  obtain ⟨r, hr, hr1, hE⟩ := exists_decay_factor ht h₁
  obtain ⟨s, hs, hs1, hF⟩ := exists_decay_factor ht h₂
  have e₁ := (secular_equation ht hr hr1 hE).1 ⟨ψ₁, b₁⟩
  have e₂ := (secular_equation ht hs hs1 hF).1 ⟨ψ₂, b₂⟩
  have hrs : 0 < 1 - r * s := by nlinarith
  have hpos : 0 < V ^ 2 * (r * s) + t ^ 2 * (1 - r * s) := by positivity
  have hz : (E₂ - E₁) * (V ^ 2 * (r * s) + t ^ 2 * (1 - r * s)) = 0 := by
    linear_combination V ^ 2 * r * hF - V ^ 2 * s * hE + t * (1 - r * s) * (e₂ - e₁)
  rcases mul_eq_zero.1 hz with h | h
  · linarith
  · exact absurd h hpos.ne'
```

The level may have either sign, which lets one threshold supply the other. Replace \(c_n\) by \((-1)^{n+1}c_n\) and keep \(a\). The adsorbate equation becomes \(-e_aa-Vc_0=-Ea\). On the chain, hopping terms and site amplitudes acquire opposite signs, so the energy becomes \(-E\). Moduli are unchanged, and so is square summability.

```lean
/-- Multiplying the amplitude on each chain site `n` by `(-1)^(n+1)` turns a bound state for level
`ea` and energy `E` into one for level `-ea` and energy `-E`, with the same `V` and `t`. -/
theorem IsBoundState.staggered {ea V t E : ℝ} {ψ : State} (h : IsBoundState ea V t E ψ) :
    IsBoundState (-ea) V t (-E) (stagger ψ) := by
  obtain ⟨h0, h1, h2⟩ := (eigen_iff ea V t E ψ).1 h.eigen
  refine ⟨fun hz => h.nonzero (Prod.ext
      (by have hf := congrArg Prod.fst hz; exact hf) (funext fun n => ?_)),
    by simpa [stagger] using h.summable, (eigen_iff _ _ _ _ _).2 ⟨?_, ?_, fun n => ?_⟩⟩
  · have hz' := congrFun (congrArg Prod.snd hz) n
    have hn : (-1 : ℂ) ^ (n + 1) * ψ.2 n = 0 := hz'
    exact (mul_eq_zero.1 hn).resolve_left (pow_ne_zero _ (by norm_num))
  · simp only [stagger, Complex.ofReal_neg]
    linear_combination -h0
  · simp only [stagger, Complex.ofReal_neg]
    linear_combination h1
  · simp only [stagger, Complex.ofReal_neg]
    linear_combination (-1 : ℂ) ^ (n + 1) * h2 n
```

The coupling need not be nonzero: at \(V=0\) the thresholds reduce to \(e_a>2t\) and \(e_a<-2t\), and the bound state is the bare adsorbate. A complex coupling, with its conjugate in the reverse hop, reduces to \(|V|\) by a change of phase of \(a\).

## Positive hopping

The condition \(t>0\) lets electrons hop along the chain and makes \(2t\) the upper band edge. By hand, it permits division by \(t\) and fixes the direction of the inequalities. If a bound state has \(E>2t\), the secular equation and \(r<1\) give

\[
2t<E=e_a+\frac{V^2r}{t}\le e_a+\frac{V^2}{t}.
\]

For the converse, let \(f(x)=t^2(1+x^2)-te_ax-V^2x^2\). Then \(f(0)=t^2>0\), and the threshold inequality gives \(f(1)=2t^2-te_a-V^2<0\). So \(f\) has a root \(r\) in \((0,1)\). Set \(E=t(1+r^2)/r\). Since \((1-r)^2>0\), we have \(E>2t\), and dividing \(f(r)=0\) by \(r\) gives the secular equation.

Lean finds the root with `intermediate_value_Ioo'`; the `nlinarith` calls supply the endpoint signs and the bound on \(E\).

```lean
/-- For `t > 0`, a bound state above the band exists exactly when `ea + V²/t > 2t`. -/
theorem bound_above_iff {t : ℝ} (ea V : ℝ) (ht : 0 < t) :
    (∃ E, 2 * t < E ∧ ∃ ψ, IsBoundState ea V t E ψ) ↔ 2 * t < ea + V ^ 2 / t := by
  constructor
  · rintro ⟨E, hE, hψ⟩
    obtain ⟨r, hr, hr1, hEr⟩ := exists_decay_factor ht hE
    have hs := (secular_equation ht hr hr1 hEr).1 hψ
    have hle : E - ea ≤ V ^ 2 / t := by
      rw [le_div_iff₀ ht]
      nlinarith [mul_nonneg (sq_nonneg V) (sub_nonneg.2 hr1.le)]
    linarith
  · intro h
    have hV : V ^ 2 / t * t = V ^ 2 := div_mul_cancel₀ _ ht.ne'
    have hlt : 2 * t ^ 2 < t * ea + V ^ 2 := by nlinarith [mul_lt_mul_of_pos_right h ht]
    -- the secular function changes sign between r = 0 and r = 1
    have hcont : ContinuousOn
        (fun r : ℝ => t ^ 2 * (1 + r ^ 2) - t * ea * r - V ^ 2 * r ^ 2) (Set.Icc 0 1) := by
      fun_prop
    obtain ⟨r, ⟨hr, hr1⟩, hg⟩ := intermediate_value_Ioo' zero_le_one hcont
      (show (0 : ℝ) ∈ Set.Ioo _ _ from ⟨by nlinarith, by nlinarith [sq_pos_of_pos ht]⟩)
    have hg' : t ^ 2 * (1 + r ^ 2) - t * ea * r - V ^ 2 * r ^ 2 = 0 := hg
    have hEr : t * (1 + r ^ 2) / r * r = t * (1 + r ^ 2) := div_mul_cancel₀ _ hr.ne'
    refine ⟨t * (1 + r ^ 2) / r, ?_, (secular_equation ht hr hr1 hEr).2 ?_⟩
    · rw [lt_div_iff₀ hr]
      nlinarith [mul_pos ht (pow_pos (sub_pos.2 hr1) 2)]
    · apply mul_right_cancel₀ hr.ne'
      linear_combination t * hEr + hg'
```

For the lower threshold, the final theorem applies this result to \(-e_a\) and carries states across with `stagger`. The condition \(-e_a+V^2/t>2t\) is the same as \(e_a-V^2/t<-2t\).

```lean
/-- For `t > 0`, a bound state above the band exists exactly when `ea + V²/t > 2t`, and one
below the band exactly when `ea - V²/t < -2t`. -/
theorem adsorbate_thresholds {t : ℝ} (ea V : ℝ) (ht : 0 < t) :
    ((∃ E, 2 * t < E ∧ ∃ ψ, IsBoundState ea V t E ψ) ↔ 2 * t < ea + V ^ 2 / t) ∧
    ((∃ E, E < -(2 * t) ∧ ∃ ψ, IsBoundState ea V t E ψ) ↔ ea - V ^ 2 / t < -(2 * t)) := by
  refine ⟨bound_above_iff ea V ht, ?_⟩
  have key := bound_above_iff (-ea) V ht
  constructor
  · rintro ⟨E, hE, ψ, h⟩
    have := key.1 ⟨-E, by linarith, stagger ψ, h.staggered⟩
    linarith
  · intro h
    obtain ⟨E, hE, ψ, hψ⟩ := key.2 (by linarith)
    have hst := hψ.staggered
    rw [neg_neg] at hst
    exact ⟨-E, by linarith, stagger ψ, hst⟩

end

end AdsorbateOnChain
```

```lean
#print axioms AdsorbateOnChain.bound_state_profile
-- 'AdsorbateOnChain.bound_state_profile' depends on axioms: [propext, Classical.choice, Quot.sound]
#print axioms AdsorbateOnChain.energy_unique_above
-- 'AdsorbateOnChain.energy_unique_above' depends on axioms: [propext, Classical.choice, Quot.sound]
#print axioms AdsorbateOnChain.adsorbate_thresholds
-- 'AdsorbateOnChain.adsorbate_thresholds' depends on axioms: [propext, Classical.choice, Quot.sound]
```

Requiring only \(t\ne0\) would not suffice for the formulas as written. At \(t=-1\), \(e_a=0\), \(V=2\), a bound state exists above the true upper edge \(2|t|=2\), hence above \(2t=-2\), but \(e_a+V^2/t=-4\) is less than \(2t\). For negative hopping, \(|t|\) takes the place of \(t\), because alternating signs along the chain reverses the sign of the hopping.
